# The two-qubit Werner matrix is positive for $-1/3 \le p \le 1$ and its partial transpose for $-1 \le p \le 1/3$

Q: A partial transpose needs a splitting of the space into two factors and a basis in the factor that is transposed. A bare $4\times4$ matrix carries neither. How does the formal version know which index belongs to which qubit?

A: It indexes rows and columns by pairs $(j,k)$ with $j,k\in\{0,1\}$, where $j$ labels the computational basis state of the first qubit and $k$ that of the second. An operator $M$ has entries $M_{(i,j),(k,l)}=\langle ij|M|kl\rangle$, and a vector $x$ has amplitudes $x_{jk}$, written `x (j, k)` in Lean's syntax. The splitting is therefore part of the type, and the basis is the eigenbasis of $Z$ on each qubit. The Pauli matrices $X$, $Y$, $Z$ are entered in that basis, with `Complex.I` the imaginary unit $i$.

```lean
import Mathlib

open Matrix
open scoped Kronecker ComplexOrder

namespace WernerPauliStrings

noncomputable section

/-- The Pauli matrix X. -/
def pauliX : Matrix (Fin 2) (Fin 2) ℂ := !![0, 1; 1, 0]

/-- The Pauli matrix Y. -/
def pauliY : Matrix (Fin 2) (Fin 2) ℂ := !![0, -Complex.I; Complex.I, 0]

/-- The Pauli matrix Z. -/
def pauliZ : Matrix (Fin 2) (Fin 2) ℂ := !![1, 0; 0, -1]

/-- Operators on two qubits, indexed by pairs (first qubit, second qubit). -/
abbrev TwoQubitOp := Matrix (Fin 2 × Fin 2) (Fin 2 × Fin 2) ℂ
```

Q: And the partial transpose itself? I expect $\langle ij|M^{\Gamma}|kl\rangle=\langle il|M|kj\rangle$, writing $M^\Gamma$ for the transpose on the second qubit.

A: That is the definition. With row index `r` $=(i,j)$ and column index `s` $=(k,l)$, the expression `M (r.1, s.2) (s.1, r.2)` is $M_{(i,l),(k,j)}$: the first-qubit labels $i,k$ stay in place and the second-qubit labels $j,l$ change sides.

```lean
/-- Partial transpose on the second qubit: its row and column indices are exchanged. -/
def partialTranspose (M : TwoQubitOp) : TwoQubitOp :=
  Matrix.of fun r s => M (r.1, s.2) (s.1, r.2)
```

Two families of matrices follow. Write $\mathbf 1$ for the $4\times4$ identity, $XX$ for the Kronecker product $X\otimes X$ (Lean's `pauliX ⊗ₖ pauliX`, with entries $X_{ik}X_{jl}$), and likewise $YY$ and $ZZ$. For real $a,b,c,p$,
$$\rho(a,b,c)=\tfrac14\,(\mathbf 1+a\,XX+b\,YY+c\,ZZ),\qquad W(p)=\tfrac14\,\bigl(\mathbf 1-p\,(XX+YY+ZZ)\bigr).$$
These are `bellDiag a b c` and `werner p`. The coefficients have type `ℝ`, which is what makes the matrices Hermitian, and no range is imposed on them.

```lean
/-- The two-qubit matrix (1 + a XX + b YY + c ZZ)/4 with real coefficients. -/
def bellDiag (a b c : ℝ) : TwoQubitOp :=
  (1 / 4 : ℂ) • (1 + (a : ℂ) • (pauliX ⊗ₖ pauliX) + (b : ℂ) • (pauliY ⊗ₖ pauliY)
    + (c : ℂ) • (pauliZ ⊗ₖ pauliZ))

/-- The Werner matrix (1 - p (XX + YY + ZZ))/4 for a real parameter p. -/
def werner (p : ℝ) : TwoQubitOp :=
  (1 / 4 : ℂ) • (1 - (p : ℂ) • (pauliX ⊗ₖ pauliX + pauliY ⊗ₖ pauliY + pauliZ ⊗ₖ pauliZ))
```

Q: I know the Werner state as a singlet mixed with white noise. Your $W(p)$ is a sum of Pauli strings. Before any Lean, show me that we mean the same matrix and where the two intervals come from.

A: Start from $Y|0\rangle=i|1\rangle$ and $Y|1\rangle=-i|0\rangle$. Then $YY|00\rangle=i^2|11\rangle=-|11\rangle$ and $YY|11\rangle=(-i)^2|00\rangle=-|00\rangle$, while $YY|01\rangle=i(-i)|10\rangle=|10\rangle$ and $YY|10\rangle=|01\rangle$. The string $XX$ exchanges $|00\rangle\leftrightarrow|11\rangle$ and $|01\rangle\leftrightarrow|10\rangle$ without signs, and $ZZ$ is $+1$ on $|00\rangle,|11\rangle$ and $-1$ on $|01\rangle,|10\rangle$. In the order $00,01,10,11$,
$$\rho(a,b,c)=\frac14\begin{pmatrix}1+c&0&0&a-b\\0&1-c&a+b&0\\0&a+b&1-c&0\\a-b&0&0&1+c\end{pmatrix}.$$
Each of the two $2\times2$ blocks has equal diagonal entries and equal off-diagonal entries, so it is diagonalised by the sum and the difference of its basis vectors. These are the normalised Bell vectors $\Phi^\pm=(|00\rangle\pm|11\rangle)/\sqrt2$ and $\Psi^\pm=(|01\rangle\pm|10\rangle)/\sqrt2$. Define four weights,
$$w_1=1+a-b+c,\quad w_2=1-a+b+c,\quad w_3=1+a+b-c,\quad w_4=1-a-b-c .$$
The outer block gives $(1+c)\pm(a-b)$, so $\Phi^+$ and $\Phi^-$ have eigenvalues $w_1/4$ and $w_2/4$. The inner block gives $(1-c)\pm(a+b)$, so $\Psi^+$ and $\Psi^-$ have eigenvalues $w_3/4$ and $w_4/4$. Since $|\langle\Phi^\pm|x\rangle|^2=|x_{00}\pm x_{11}|^2/2$ and $|\langle\Psi^\pm|x\rangle|^2=|x_{01}\pm x_{10}|^2/2$, any vector $x$ has
$$\langle x|\rho|x\rangle=\tfrac18\bigl(w_1|x_{00}+x_{11}|^2+w_2|x_{00}-x_{11}|^2+w_3|x_{01}+x_{10}|^2+w_4|x_{01}-x_{10}|^2\bigr).$$
If all four weights are nonnegative, so is this sum. If the sum is nonnegative for every $x$, inserting one Bell vector leaves one weight alone, so each weight is nonnegative.

Now put $a=b=c=-p$. Then $w_1=w_2=w_3=1-p$ and $w_4=1+3p$. The singlet $\Psi^-$ has eigenvalue $(1+3p)/4=p+(1-p)/4$ and the other three Bell vectors have $(1-p)/4$, so $W(p)=p\,|\Psi^-\rangle\langle\Psi^-|+(1-p)\,\mathbf 1/4$. For $0\le p\le1$ this is your mixture; outside that range the identity still holds, but one of the two coefficients is negative. Positivity requires $1-p\ge0$ and $1+3p\ge0$, that is $-1/3\le p\le1$.

For the partial transpose, $X^{T}=X$, $Z^{T}=Z$ and $Y^{T}=-Y$. The map $M\mapsto M^\Gamma$ is linear and sends $A\otimes B$ to $A\otimes B^{T}$ for $2\times2$ matrices $A,B$, so $\rho(a,b,c)^\Gamma=\rho(a,-b,c)$. In the matrix above this exchanges the entries $a-b$ and $a+b$. Hence $W(p)^\Gamma=\rho(-p,p,-p)$, with $w_1=1-p-p-p=1-3p$ and $w_2=w_3=w_4=1+p$. Positivity requires $-1\le p\le1/3$.

Q: An index shuffle is easily written for the wrong qubit. What in the file ties `partialTranspose` to the rule $A\otimes B\mapsto A\otimes B^T$ that you just used?

A: The first theorem states that rule for arbitrary complex $2\times2$ matrices `A` and `B`. Its proof compares entries: at row $(i,j)$ and column $(k,l)$ both sides equal $A_{ik}B_{lj}$.

```lean
/-- On a product operator the partial transpose transposes the second factor only. -/
theorem partialTranspose_kronecker (A B : Matrix (Fin 2) (Fin 2) ℂ) :
    partialTranspose (A ⊗ₖ B) = A ⊗ₖ Bᵀ := by
  ext ⟨i, j⟩ ⟨k, l⟩
  simp [partialTranspose, kroneckerMap_apply]
```

The later proofs do not call this theorem; it serves to identify the definition. The sign flip of $b$ is obtained directly: `fin_cases` runs through the sixteen combinations of $i,j,k,l$, and `simp` evaluates both sides at each. This amounts to writing out the $4\times4$ matrix above and watching $a-b$ and $a+b$ trade places.

```lean
/-- The partial transpose of (1 + a XX + b YY + c ZZ)/4 flips the sign of the YY coefficient. -/
theorem partialTranspose_bellDiag (a b c : ℝ) :
    partialTranspose (bellDiag a b c) = bellDiag a (-b) c := by
  ext ⟨i, j⟩ ⟨k, l⟩
  fin_cases i <;> fin_cases j <;> fin_cases k <;> fin_cases l <;>
    simp [partialTranspose, bellDiag, pauliX, pauliY, pauliZ, kroneckerMap_apply,
      Matrix.one_apply]
```

Q: Next doubt: "positive semidefinite". Complex numbers have no order that I use, and $\langle x|\rho|x\rangle$ is a complex number as far as the types go.

A: Mathlib's `Matrix.PosSemidef` says that the matrix is Hermitian and that $\langle x|M|x\rangle\ge0$ for every complex vector $x$. The inequality is taken in the partial order opened by `ComplexOrder`, in which $0\le z$ means that $z$ is real and nonnegative. Vectors are not required to be normalised, which changes nothing because the form scales with the squared modulus of a common factor. Hermiticity of $\rho(a,b,c)$ is again checked on the sixteen entries.

```lean
/-- The matrix (1 + a XX + b YY + c ZZ)/4 is Hermitian for real a, b, c. -/
theorem bellDiag_isHermitian (a b c : ℝ) : (bellDiag a b c).IsHermitian := by
  unfold Matrix.IsHermitian
  ext ⟨i, j⟩ ⟨k, l⟩
  fin_cases i <;> fin_cases j <;> fin_cases k <;> fin_cases l <;>
    simp [conjTranspose_apply, bellDiag, pauliX, pauliY, pauliZ, kroneckerMap_apply]
  all_goals ring
```

The quadratic form $\langle x|\rho|x\rangle$, which is an expectation value in the physical sense only when $x$ is normalised, is `star x ⬝ᵥ (bellDiag a b c *ᵥ x)`: `*ᵥ` applies the matrix to the vector, `star x` conjugates the amplitudes, and `⬝ᵥ` sums the products, giving $\sum_{r,s}\overline{x_r}\,\rho_{rs}\,x_s$ over pair indices $r,s$. The right side of the next theorem is the real number from the derivation, with `Complex.normSq` for the squared modulus, cast to `ℂ`.

```lean
/-- The expectation value of (1 + a XX + b YY + c ZZ)/4 in a vector x is a weighted sum of
the squared moduli of x00 + x11, x00 - x11, x01 + x10 and x01 - x10. -/
theorem bellDiag_quadratic_form (a b c : ℝ) (x : Fin 2 × Fin 2 → ℂ) :
    star x ⬝ᵥ (bellDiag a b c *ᵥ x) =
      ((((1 + a - b + c) * Complex.normSq (x (0, 0) + x (1, 1))
        + (1 - a + b + c) * Complex.normSq (x (0, 0) - x (1, 1))
        + (1 + a + b - c) * Complex.normSq (x (0, 1) + x (1, 0))
        + (1 - a - b - c) * Complex.normSq (x (0, 1) - x (1, 0))) / 8 : ℝ) : ℂ) := by
  push_cast
  simp only [Complex.normSq_eq_conj_mul_self]
  -- expand both sides in the four amplitudes and their conjugates
  simp [bellDiag, pauliX, pauliY, pauliZ, kroneckerMap_apply, Matrix.one_apply, dotProduct,
    Matrix.mulVec, Fintype.sum_prod_type, Fin.sum_univ_two]
  ring
```

Q: I see no eigenvectors in that proof. You diagonalised; the file apparently does not.

A: It verifies the outcome of the diagonalisation as an algebraic identity. Each `Complex.normSq` is rewritten as $\bar z z$ for its argument $z$, `simp` expands the sums over pair indices into explicit terms, and `ring` confirms that both sides are the same polynomial in $a,b,c$, the four amplitudes and their conjugates. No theorem here mentions eigenvalues. The weights enter only as coefficients of this quadratic form, and that suffices for positivity.

```lean
/-- The matrix (1 + a XX + b YY + c ZZ)/4 is positive semidefinite exactly when the four
numbers 1 + a - b + c, 1 - a + b + c, 1 + a + b - c and 1 - a - b - c are nonnegative. -/
theorem bellDiag_posSemidef_iff (a b c : ℝ) :
    (bellDiag a b c).PosSemidef ↔
      0 ≤ 1 + a - b + c ∧ 0 ≤ 1 - a + b + c ∧ 0 ≤ 1 + a + b - c ∧ 0 ≤ 1 - a - b - c := by
  constructor
  · intro h
    have key : ∀ u v w z : ℂ,
        0 ≤ ((1 + a - b + c) * Complex.normSq (u + z)
          + (1 - a + b + c) * Complex.normSq (u - z)
          + (1 + a + b - c) * Complex.normSq (v + w)
          + (1 - a - b - c) * Complex.normSq (v - w)) / 8 := by
      intro u v w z
      have hx := h.dotProduct_mulVec_nonneg
        (fun q => (!![u, v; w, z] : Matrix (Fin 2) (Fin 2) ℂ) q.1 q.2)
      rw [bellDiag_quadratic_form] at hx
      exact Complex.zero_le_real.mp hx
    -- test on the four Bell vectors
    have h1 := key 1 0 0 1
    have h2 := key 1 0 0 (-1)
    have h3 := key 0 1 1 0
    have h4 := key 0 1 (-1) 0
    simp only [Complex.normSq_apply, Complex.add_re, Complex.add_im, Complex.sub_re,
      Complex.sub_im, Complex.one_re, Complex.one_im, Complex.zero_re, Complex.zero_im,
      Complex.neg_re, Complex.neg_im] at h1 h2 h3 h4
    refine ⟨?_, ?_, ?_, ?_⟩ <;> linarith
  · rintro ⟨h1, h2, h3, h4⟩
    refine Matrix.PosSemidef.of_dotProduct_mulVec_nonneg (bellDiag_isHermitian a b c) ?_
    intro x
    rw [bellDiag_quadratic_form]
    apply Complex.zero_le_real.mpr
    -- each of the four terms is a product of nonnegative numbers
    have t1 := mul_nonneg h1 (Complex.normSq_nonneg (x (0, 0) + x (1, 1)))
    have t2 := mul_nonneg h2 (Complex.normSq_nonneg (x (0, 0) - x (1, 1)))
    have t3 := mul_nonneg h3 (Complex.normSq_nonneg (x (0, 1) + x (1, 0)))
    have t4 := mul_nonneg h4 (Complex.normSq_nonneg (x (0, 1) - x (1, 0)))
    linarith
```

For the forward direction, `key` places four complex numbers into a vector as $x_{00}=u$, $x_{01}=v$, $x_{10}=w$, $x_{11}=z$, and uses `Complex.zero_le_real` to turn the complex inequality into a real one. The calls `key 1 0 0 1`, `key 1 0 0 (-1)`, `key 0 1 1 0` and `key 0 1 (-1) 0` insert $\sqrt2\,\Phi^+$, $\sqrt2\,\Phi^-$, $\sqrt2\,\Psi^+$ and $\sqrt2\,\Psi^-$. In each case one squared modulus is $4$ and the others vanish, so the form equals $w_n/2$ for $n=1,\dots,4$ in turn; on the normalised vectors the value is $w_n/4$. For the backward direction, `t1` to `t4` record that each term is a product of two nonnegative reals, and `linarith` adds them and divides by eight.

Q: The next statement has absolute values that did not occur in your derivation.

A: It combines the two conditions for general $a,b,c$. Write each weight as $1+s_1a+s_2b+s_3c$ with signs $s_1,s_2,s_3\in\{+1,-1\}$. The weights of $\rho(a,b,c)$ are the four patterns with $s_1s_2s_3=-1$. Replacing $b$ by $-b$ produces the four patterns with $s_1s_2s_3=+1$. Together these are all eight, and the smallest of the eight numbers is $1-|a|-|b|-|c|$. So $\rho$ and $\rho^\Gamma$ are both positive semidefinite exactly when $|a|+|b|+|c|\le1$, an octahedron inside the tetrahedron cut out by $w_1,\dots,w_4\ge0$.

```lean
/-- The matrix (1 + a XX + b YY + c ZZ)/4 and its partial transpose are both positive
semidefinite exactly when |a| + |b| + |c| ≤ 1. -/
theorem bellDiag_and_partialTranspose_posSemidef_iff (a b c : ℝ) :
    ((bellDiag a b c).PosSemidef ∧ (partialTranspose (bellDiag a b c)).PosSemidef) ↔
      |a| + |b| + |c| ≤ 1 := by
  rw [partialTranspose_bellDiag, bellDiag_posSemidef_iff, bellDiag_posSemidef_iff]
  -- the eight inequalities are 1 ± a ± b ± c ≥ 0 for all choices of signs
  constructor
  · rintro ⟨⟨h1, h2, h3, h4⟩, h5, h6, h7, h8⟩
    rcases abs_cases a with ha | ha <;> rcases abs_cases b with hb | hb <;>
      rcases abs_cases c with hc | hc <;> linarith [ha.1, hb.1, hc.1]
  · intro h
    have ha := le_abs_self a
    have hb := le_abs_self b
    have hc := le_abs_self c
    have ha' := neg_abs_le a
    have hb' := neg_abs_le b
    have hc' := neg_abs_le c
    refine ⟨⟨?_, ?_, ?_, ?_⟩, ?_, ?_, ?_, ?_⟩ <;> linarith
```

In the forward direction `abs_cases` splits on the signs of $a$, $b$ and $c$, and in each of the eight branches one of the eight hypotheses is the goal in linear form. In the backward direction the bounds $-|a|\le a\le|a|$, and the same for $b$ and $c$, give each inequality by addition.

Q: Then the Werner case. Read the final statement to me as it stands.

A: First, `werner p` equals `bellDiag (-p) (-p) (-p)`; the tactic `module` distributes $-p$ over the three strings.

```lean
/-- The Werner matrix is (1 + a XX + b YY + c ZZ)/4 with a = b = c = -p. -/
theorem werner_eq_bellDiag (p : ℝ) : werner p = bellDiag (-p) (-p) (-p) := by
  simp only [werner, bellDiag, Complex.ofReal_neg]
  module
```

The theorem `werner_positivity` takes one real number `p` and no hypothesis. It is a conjunction of two equivalences: $W(p)$ is positive semidefinite if and only if $-1/3\le p\le1$, and $W(p)^\Gamma$ is positive semidefinite if and only if $-1\le p\le1/3$. The fractions `-1 / 3` and `1 / 3` are real divisions, because they are compared with the real `p`, and all four endpoints are included. The proof rewrites both matrices into the three-parameter family and applies `bellDiag_posSemidef_iff` twice. In the first equivalence the pattern `⟨h1, _, _, h4⟩` keeps $1-p\ge0$ and $1+3p\ge0$ and discards the two repeats of $1-p$. In the second, `⟨h1, h2, _, _⟩` keeps $1-3p\ge0$ and $1+p\ge0$. The octahedron theorem is not invoked, and it agrees with the result: $3|p|\le1$ is the intersection of the two intervals.

```lean
/-- For real p the Werner matrix is positive semidefinite iff -1/3 ≤ p ≤ 1, and its partial
transpose on the second qubit is positive semidefinite iff -1 ≤ p ≤ 1/3. -/
theorem werner_positivity (p : ℝ) :
    ((werner p).PosSemidef ↔ -1 / 3 ≤ p ∧ p ≤ 1) ∧
      ((partialTranspose (werner p)).PosSemidef ↔ -1 ≤ p ∧ p ≤ 1 / 3) := by
  rw [werner_eq_bellDiag, partialTranspose_bellDiag, bellDiag_posSemidef_iff,
    bellDiag_posSemidef_iff]
  constructor
  · -- weights 1 - p (three times) and 1 + 3p
    constructor
    · rintro ⟨h1, _, _, h4⟩
      constructor <;> linarith
    · rintro ⟨h1, h2⟩
      refine ⟨?_, ?_, ?_, ?_⟩ <;> linarith
  · -- weights 1 - 3p and 1 + p (three times)
    constructor
    · rintro ⟨h1, h2, _, _⟩
      constructor <;> linarith
    · rintro ⟨h1, h2⟩
      refine ⟨?_, ?_, ?_, ?_⟩ <;> linarith

end

end WernerPauliStrings
```

```lean
#print axioms WernerPauliStrings.partialTranspose_kronecker
#print axioms WernerPauliStrings.bellDiag_and_partialTranspose_posSemidef_iff
#print axioms WernerPauliStrings.werner_positivity
```

```
'WernerPauliStrings.partialTranspose_kronecker' depends on axioms: [propext, Classical.choice, Quot.sound]
'WernerPauliStrings.bellDiag_and_partialTranspose_posSemidef_iff' depends on axioms: [propext, Classical.choice, Quot.sound]
'WernerPauliStrings.werner_positivity' depends on axioms: [propext, Classical.choice, Quot.sound]
```

Q: The second interval reaches down to $p=-1$, where $W(p)$ is no state at all. Does that not show a mismatch with the physics?

A: It reflects that the two equivalences are independent statements about a matrix defined for every real $p$. At $p=-1$ the singlet weight $1+3p$ is $-2$, so $W(-1)$ is not positive semidefinite, while $W(-1)^\Gamma$ has weights $4,0,0,0$ and is. Since $W(p)$ has trace one for every $p$, the physical range is given by the first equivalence. Within it, the second one divides $-1/3\le p\le1/3$, where the partial transpose is positive, from $1/3<p\le1$, where it is not.

Q: People quote this as "Werner states are entangled exactly for $p>1/3$". Is that what has been proved?

A: The theorems speak of positivity of two matrices. Separable states, entanglement and the trace do not occur in the file, and neither does the singlet-plus-noise form, which rests on the derivation above. The step from a non-positive partial transpose to entanglement is short: a separable state is a convex combination of products $A\otimes B$ of positive matrices, its partial transpose is the same combination of $A\otimes B^T$, and $B^T$ is again positive. The converse, that a positive partial transpose implies separability for two qubits, is a different and harder matter. Both steps are background that the compiled theorems do not certify. The setting is also fixed in size and basis: exactly two qubits, the computational basis, the transpose on the second factor, and no single-qubit terms or mixed strings such as $XZ$ in $\rho$. For this one-parameter, two-qubit family, the result supplies the positivity thresholds on which the partial-transpose test of a noisy singlet depends.

Q: Give me numbers I can check without a machine.

A: Take $p=1/2$, so $a=b=c=-1/2$, $1+c=1/2$, $1-c=3/2$, $a-b=0$ and $a+b=-1$. Then
$$W(\tfrac12)=\frac18\begin{pmatrix}1&0&0&0\\0&3&-2&0\\0&-2&3&0\\0&0&0&1\end{pmatrix},\qquad W(\tfrac12)^\Gamma=\frac18\begin{pmatrix}1&0&0&-2\\0&3&0&0\\0&0&3&0\\-2&0&0&1\end{pmatrix}.$$
The first matrix has eigenvalues $1/8$ on $|00\rangle$ and $|11\rangle$ and $(3\mp2)/8$ on $\Psi^\pm$, that is $1/8,1/8,1/8,5/8$, matching $(1-p)/4$ and $(1+3p)/4$. The second has $3/8$ on $|01\rangle$ and $|10\rangle$ and $(1\mp2)/8$ on $\Phi^\pm$, that is $3/8,3/8,3/8,-1/8$, matching $(1+p)/4$ and $(1-3p)/4$. The normalised $\Phi^+$ gives the expectation value $-1/8$, and the unnormalised test vector $(1,0,0,1)$ used in the proof gives $-1/4$. This fits the theorem, since $1/2$ lies in $[-1/3,1]$ and outside $[-1,1/3]$.

Q: And in a program, where matrices are flat $4\times4$ arrays?

A: A Kronecker product routine such as `np.kron` stores the pair $(j,k)$ at position $2j+k$. The pair indices are recovered by reshaping, and the partial transpose on the second qubit is `rho.reshape(2,2,2,2).transpose(0,3,2,1).reshape(4,4)`: the four axes are $i,j,k,l$, and axes 1 and 3 are exchanged, as in `partialTranspose`. A Hermitian eigensolver then returns the smallest eigenvalue, whose sign is the test. At $p=1/3$ that eigenvalue is exactly zero, and floating-point output there is decided by rounding unless a tolerance is set. If the state is stored as coefficients of Pauli strings, no reshaping is needed: every string whose second letter is $Y$ changes sign, which for $\rho(a,b,c)$ is the replacement $b\mapsto-b$.
